# A nonzero coupling sL with purely imaginary Hermitian L lowers the ground energy of a real Hamiltonian when L does not annihilate a real ground vector

Take two real orbitals, $p_x$ at energy $0$ and $p_y$ at energy $\Delta>0$. With $\hbar=1$, $L_z p_x = i\,p_y$ and $L_z p_y=-i\,p_x$, so adding $sL_z$ gives

$$H+sL=\begin{pmatrix}0&-is\\ is&\Delta\end{pmatrix},\qquad E(s)=\frac{\Delta}{2}-\sqrt{\frac{\Delta^2}{4}+s^2}.$$

The ground orbital $p_x$ has no orbital moment: $\langle p_x|L_z|p_x\rangle=0$. The coupling nevertheless mixes in $p_y$, and the energy falls for either sign of $s$. The same holds for any finite real symmetric $H$ and any $L=iA$ with $A$ real antisymmetric, provided that at least one real ground vector of $H$ is not annihilated by $L$.

## Matrices in a real basis

The index type `n` labels a finite real basis, of orbitals or of many-electron states. The number $s$ stands for the spin-orbit constant times a fixed spin projection, as in $\xi L_zS_z$. The spin-flip terms of the full $\mathbf L\cdot\mathbf S$ are left out.

```lean
import Mathlib

open Matrix
open scoped ComplexOrder

namespace QuenchedGroundState

noncomputable section

variable {n : Type*} [Fintype n] [DecidableEq n]
```

The orbital moment is $L=iA$; its antisymmetry enters later as a hypothesis.

```lean
/-- The orbital moment `L = iA` built from a real matrix `A`. -/
def orbitalMoment (A : Matrix n n ℝ) : Matrix n n ℂ :=
  Complex.I • A.map Complex.ofReal
```

The Hamiltonian has entries $H_{ij}+is\,A_{ij}$.

```lean
/-- The Hamiltonian `H + sL` with spin-orbit strength `s`. -/
def hamiltonian (H A : Matrix n n ℝ) (s : ℝ) : Matrix n n ℂ :=
  H.map Complex.ofReal + (s : ℂ) • orbitalMoment A
```

A real vector, such as a real orbital, must be read as a complex state before $L$ can act on it.

```lean
/-- A real vector regarded as a complex state. -/
def realState (v : n → ℝ) : n → ℂ := fun i => (v i : ℂ)
```

An eigenenergy is a real $e$ with $Mv=ev$ for some $v\neq0$.

```lean
/-- The real eigenvalues of a complex matrix. -/
def eigenenergies (M : Matrix n n ℂ) : Set ℝ :=
  {e | ∃ v : n → ℂ, v ≠ 0 ∧ M *ᵥ v = (e : ℂ) • v}
```

The ground energy is the infimum of these numbers, and $E(s)$ below means `groundEnergy (hamiltonian H A s)`.

```lean
/-- The ground energy: the infimum of the real eigenvalues. -/
def groundEnergy (M : Matrix n n ℂ) : ℝ := sInf (eigenenergies M)
```

## The lowest eigenvalue and its variational principle

A Hermitian $M$ has an orthonormal eigenbasis, $Mu_i=\lambda_iu_i$. Each $u_i$ is nonzero, so each $\lambda_i$ is an eigenenergy.

```lean
/-- Each eigenvalue in the spectral decomposition of a Hermitian matrix is an eigenenergy. -/
theorem eigenvalue_mem {M : Matrix n n ℂ} (hM : M.IsHermitian) (i : n) :
    hM.eigenvalues i ∈ eigenenergies M := by
  refine ⟨(hM.eigenvectorBasis i).ofLp, fun h => ?_, ?_⟩
  · exact hM.eigenvectorBasis.orthonormal.ne_zero i (by ext j; exact congrFun h j)
  · exact (hM.mulVec_eigenvectorBasis i).trans (by ext j; simp)
```

If $Mv=ev$ with $v\ne0$, then $\det(e\,\mathbb 1-M)=0$. This polynomial in $e$ has finitely many roots. For a basis with at least one element the set of eigenenergies is therefore finite and nonempty, and its infimum $E$ is a minimum.

```lean
/-- The ground energy of a Hermitian matrix of nonzero size is its lowest eigenvalue. -/
theorem groundEnergy_isLeast [Nonempty n] {M : Matrix n n ℂ} (hM : M.IsHermitian) :
    IsLeast (eigenenergies M) (groundEnergy M) := by
  -- eigenvalues are roots of the characteristic polynomial, hence finitely many
  have hfin : (eigenenergies M).Finite := by
    refine ((M.charpoly.roots.toFinset.finite_toSet).preimage
      Complex.ofReal_injective.injOn).subset ?_
    rintro e ⟨v, hv, h⟩
    rw [Set.mem_preimage, Finset.mem_coe, Multiset.mem_toFinset,
      Polynomial.mem_roots M.charpoly_monic.ne_zero, Polynomial.IsRoot.def,
      Matrix.eval_charpoly, ← Matrix.exists_mulVec_eq_zero_iff]
    refine ⟨v, hv, ?_⟩
    rw [Matrix.sub_mulVec, h]
    ext i
    simp [Matrix.scalar_apply]
  have hne : (eigenenergies M).Nonempty := ⟨_, eigenvalue_mem hM (Classical.arbitrary n)⟩
  exact ⟨hne.csInf_mem hfin, fun e he => csInf_le hfin.bddBelow he⟩
```

Now measure energies from $E$. If $(M-E)w=\mu w$ with $w\neq0$, then $\mu+E$ is an eigenenergy of $M$, so $\mu\ge0$. Writing $v=\sum_ic_iu_i$ and $\mu_i=\lambda_i-E$,

$$v^\dagger(M-E)v=\sum_i\mu_i|c_i|^2\ge0 .$$

For $v\neq 0$, division by $v^\dagger v$ gives the usual bound on the normalised expectation value. If the sum vanishes, $c_i=0$ wherever $\mu_i>0$, and hence $Mv=Ev$. In Lean, `hpos` is the positivity, and the two parts of the theorem are the bound and the case of equality.

```lean
/-- Variational principle for a Hermitian matrix: no state has an energy expectation below the
ground energy, and a state that attains it satisfies the eigenvalue equation. -/
theorem variational [Nonempty n] {M : Matrix n n ℂ} (hM : M.IsHermitian) (v : n → ℂ) :
    groundEnergy M * (star v ⬝ᵥ v).re ≤ (star v ⬝ᵥ M *ᵥ v).re ∧
    (star v ⬝ᵥ M *ᵥ v = groundEnergy M * (star v ⬝ᵥ v) →
      M *ᵥ v = (groundEnergy M : ℂ) • v) := by
  have hshift : ∀ w : n → ℂ, (M - (groundEnergy M : ℂ) • (1 : Matrix n n ℂ)) *ᵥ w
      = M *ᵥ w - (groundEnergy M : ℂ) • w := fun w => by
    rw [Matrix.sub_mulVec, Matrix.smul_mulVec, Matrix.one_mulVec]
  have hB : (M - (groundEnergy M : ℂ) • (1 : Matrix n n ℂ)).IsHermitian := by
    simp [Matrix.IsHermitian, hM.eq]
  -- measured from the ground energy, the Hamiltonian is positive semidefinite
  have hpos : (M - (groundEnergy M : ℂ) • (1 : Matrix n n ℂ)).PosSemidef := by
    refine hB.posSemidef_iff_eigenvalues_nonneg.2 fun i => ?_
    obtain ⟨w, hw, h⟩ := eigenvalue_mem hB i
    rw [hshift] at h
    have hle : groundEnergy M ≤ hB.eigenvalues i + groundEnergy M :=
      (groundEnergy_isLeast hM).2
        ⟨w, hw, by rw [sub_eq_iff_eq_add.1 h, Complex.ofReal_add, add_smul]⟩
    show (0 : ℝ) ≤ hB.eigenvalues i
    linarith
  have hexp : star v ⬝ᵥ (M - (groundEnergy M : ℂ) • (1 : Matrix n n ℂ)) *ᵥ v
      = star v ⬝ᵥ M *ᵥ v - groundEnergy M * (star v ⬝ᵥ v) := by
    rw [hshift, dotProduct_sub, dotProduct_smul, smul_eq_mul]
  constructor
  · have h := (Complex.le_def.1 (hpos.dotProduct_mulVec_nonneg v)).1
    rw [hexp, Complex.sub_re, Complex.re_ofReal_mul, Complex.zero_re] at h
    linarith
  · intro h
    have h0 := (hpos.dotProduct_mulVec_zero_iff v).1 (by rw [hexp, h, sub_self])
    rw [hshift] at h0
    exact sub_eq_zero.1 h0
```

## Complex conjugation reverses the coupling

To use these results for $H+sL$ we need it to be Hermitian. With $H_{ji}=H_{ij}$ and $A_{ji}=-A_{ij}$,

$$\overline{H_{ji}+isA_{ji}}=H_{ij}+isA_{ij}.$$

```lean
omit [Fintype n] [DecidableEq n] in
/-- For symmetric `H` and antisymmetric `A`, the Hamiltonian `H + sL` is Hermitian. -/
theorem hamiltonian_isHermitian {H A : Matrix n n ℝ} (hH : Hᵀ = H) (hA : Aᵀ = -A) (s : ℝ) :
    (hamiltonian H A s).IsHermitian := by
  refine Matrix.IsHermitian.ext fun i j => ?_
  have h1 : H j i = H i j := congrFun (congrFun hH i) j
  have h2 : A j i = -A i j := congrFun (congrFun hA i) j
  simp [hamiltonian, orbitalMoment, h1, h2]
```

Since $H$ and $A$ are real, conjugating $(H+sL)v=ev$ gives $(H-sL)\bar v=e\bar v$. This is time reversal acting on the orbital part. Every eigenenergy at $s$ is thus one at $-s$, and conversely, so $E(-s)=E(s)$. The inclusion is `key`, applied once at $s$ and once at $-s$.

```lean
omit [DecidableEq n] in
/-- Time reversal: the ground energy does not depend on the sign of the spin-orbit strength. -/
theorem groundEnergy_even (H A : Matrix n n ℝ) (s : ℝ) :
    groundEnergy (hamiltonian H A (-s)) = groundEnergy (hamiltonian H A s) := by
  -- complex conjugation carries eigenvectors at `r` to eigenvectors at `-r`
  have key : ∀ r : ℝ, eigenenergies (hamiltonian H A r) ⊆
      eigenenergies (hamiltonian H A (-r)) := by
    rintro r e ⟨v, hv, h⟩
    have hrev : hamiltonian H A (-r) *ᵥ star v = star (hamiltonian H A r *ᵥ v) := by
      ext i
      simp only [Matrix.mulVec, dotProduct, Pi.star_apply, star_sum]
      refine Finset.sum_congr rfl fun j _ => ?_
      rw [star_mul']
      congr 1
      simp [hamiltonian, orbitalMoment]
    refine ⟨star v, star_ne_zero.2 hv, ?_⟩
    rw [hrev, h]
    ext i
    simp
  have h2 := key (-s)
  rw [neg_neg] at h2
  exact congrArg sInf (Set.Subset.antisymm h2 (key s))
```

## A real state has zero orbital moment

For real $v$, a number equals its own transpose, so

$$v^TAv=v^TA^Tv=-v^TAv=0,\qquad v^\dagger Lv=i\,v^TAv=0 .$$

This is the quenching of the orbital moment. It applies to every nondegenerate eigenstate of a real symmetric $H$, since such a state is real up to a phase; in a degenerate level, complex combinations can carry a moment. In a second-variational calculation, orbitals are first computed without spin-orbit coupling, which is then added in their basis. If only the part $sL$ is kept, the quenching appears as zeros on the diagonal of $L$ whenever the orbitals are real. The energy change comes entirely from the off-diagonal elements; in the $p_x,p_y$ pair it is $-s^2/\Delta$ to leading order.

```lean
omit [DecidableEq n] in
/-- A real state has zero expectation value of the orbital moment `L = iA`, `A` antisymmetric. -/
theorem real_state_quenched {A : Matrix n n ℝ} (hA : Aᵀ = -A) (v : n → ℝ) :
    star (realState v) ⬝ᵥ orbitalMoment A *ᵥ realState v = 0 := by
  have h : v ⬝ᵥ A *ᵥ v = -(v ⬝ᵥ A *ᵥ v) := by
    calc v ⬝ᵥ A *ᵥ v = (Aᵀ *ᵥ v) ⬝ᵥ v := by
          rw [Matrix.dotProduct_mulVec, Matrix.mulVec_transpose]
      _ = -(v ⬝ᵥ A *ᵥ v) := by
          rw [hA, Matrix.neg_mulVec, neg_dotProduct, dotProduct_comm]
  have h0 : v ⬝ᵥ A *ᵥ v = 0 := by linarith
  have hc : star (realState v) ⬝ᵥ A.map Complex.ofReal *ᵥ realState v
      = ((v ⬝ᵥ A *ᵥ v : ℝ) : ℂ) := by
    simp [realState, Matrix.mulVec, dotProduct]
  rw [orbitalMoment, Matrix.smul_mulVec, dotProduct_smul, hc, h0]
  simp
```

## The ground energy falls or stays as |s| grows

Let $|t|\le|s|$, let $v$ be a ground vector at $t$, and set $N=v^\dagger v>0$, $h=v^\dagger Hv$, $\ell=v^\dagger Lv$. Then $E(t)N=h+t\ell$. Using $v$ as a trial vector at $s$ and at $-s$, together with evenness, gives

$$E(s)N\le h+s\ell,\qquad E(s)N\le h-s\ell .$$

One of the right-hand sides is $h-|s\ell|$, so

$$E(s)N\le h-|s\ell|\le h-|t\ell|\le h+t\ell=E(t)N .$$

The proof has the trial bounds as `h1` and `h2`, and `habs` compares $|t\ell|$ with $|s\ell|$.

```lean
/-- For symmetric `H` and antisymmetric `A`, the ground energy of `H + sL` never rises when the
magnitude of the spin-orbit strength grows. -/
theorem groundEnergy_antitone [Nonempty n] {H A : Matrix n n ℝ} (hH : Hᵀ = H) (hA : Aᵀ = -A)
    {s t : ℝ} (hst : |t| ≤ |s|) :
    groundEnergy (hamiltonian H A s) ≤ groundEnergy (hamiltonian H A t) := by
  obtain ⟨v, hv, h⟩ := (groundEnergy_isLeast (hamiltonian_isHermitian hH hA t)).1
  have hN : 0 < (star v ⬝ᵥ v).re := by
    have hsum : (star v ⬝ᵥ v).re = ∑ i, Complex.normSq (v i) := by
      simp [dotProduct, Complex.normSq_apply]
    obtain ⟨i, hi⟩ := Function.ne_iff.1 hv
    rw [hsum]
    exact Finset.sum_pos' (fun i _ => Complex.normSq_nonneg _)
      ⟨i, Finset.mem_univ i, Complex.normSq_pos.2 hi⟩
  have hexp : ∀ r : ℝ, (star v ⬝ᵥ hamiltonian H A r *ᵥ v).re =
      (star v ⬝ᵥ H.map Complex.ofReal *ᵥ v).re + r * (star v ⬝ᵥ orbitalMoment A *ᵥ v).re := by
    intro r
    rw [hamiltonian, Matrix.add_mulVec, Matrix.smul_mulVec, dotProduct_add, dotProduct_smul,
      smul_eq_mul, Complex.add_re, Complex.re_ofReal_mul]
  -- the ground state at `t` is a trial state at both `s` and `-s`
  have h1 := (variational (hamiltonian_isHermitian hH hA s) v).1
  have h2 := (variational (hamiltonian_isHermitian hH hA (-s)) v).1
  have h3 := hexp t
  rw [hexp] at h1
  rw [groundEnergy_even, hexp] at h2
  rw [h, dotProduct_smul, smul_eq_mul, Complex.re_ofReal_mul] at h3
  have habs : |t * (star v ⬝ᵥ orbitalMoment A *ᵥ v).re| ≤
      |s * (star v ⬝ᵥ orbitalMoment A *ᵥ v).re| := by
    rw [abs_mul, abs_mul]
    gcongr
  have hneg := neg_abs_le (t * (star v ⬝ᵥ orbitalMoment A *ᵥ v).re)
  refine le_of_mul_le_mul_right ?_ hN
  rcases abs_cases (s * (star v ⬝ᵥ orbitalMoment A *ᵥ v).re) with hc | hc <;> linarith
```

## Strict lowering

The main theorem assumes a nonempty basis, $H^T=H$ and $A^T=-A$. It states that $E(-s)=E(s)$, that $E(s)\le E(0)$, and that $E(s)<E(0)$ if $s\ne0$ and some real $v$ satisfies $Hv=E(0)v$ and $Lv\ne0$. The last condition already makes $v$ nonzero.

The inequality is the previous result at $t=0$. For strictness, suppose $E(s)=E(0)$. Then

$$(H+sL)v=E(s)v+sLv,\qquad v^\dagger(H+sL)v=E(s)\,v^\dagger v,$$

because the moment is quenched. So $v$ attains the minimum at $s$ and must be an eigenvector there (`heig`). Comparison with the first equation (`hsplit`) leaves $sLv=0$, hence $Lv=0$, a contradiction.

```lean
/-- For symmetric `H` and antisymmetric `A`, the ground energy `E(s)` of `H + sL` is even in `s`
and at most `E(0)`. It is strictly below `E(0)` for `s ≠ 0` if some real ground vector of `H` is
not annihilated by `L`. -/
theorem spinOrbit_lowers_ground [Nonempty n] {H A : Matrix n n ℝ} (hH : Hᵀ = H)
    (hA : Aᵀ = -A) (s : ℝ) :
    groundEnergy (hamiltonian H A (-s)) = groundEnergy (hamiltonian H A s) ∧
    groundEnergy (hamiltonian H A s) ≤ groundEnergy (hamiltonian H A 0) ∧
    (s ≠ 0 → (∃ v : n → ℝ, H *ᵥ v = groundEnergy (hamiltonian H A 0) • v ∧
        orbitalMoment A *ᵥ realState v ≠ 0) →
      groundEnergy (hamiltonian H A s) < groundEnergy (hamiltonian H A 0)) := by
  have hle : groundEnergy (hamiltonian H A s) ≤ groundEnergy (hamiltonian H A 0) :=
    groundEnergy_antitone hH hA (by simp)
  refine ⟨groundEnergy_even H A s, hle, ?_⟩
  rintro hs ⟨v, hv, hL⟩
  refine lt_of_le_of_ne hle fun heq => hL ?_
  have hHv : H.map Complex.ofReal *ᵥ realState v
      = (groundEnergy (hamiltonian H A s) : ℂ) • realState v := by
    have hmap : H.map Complex.ofReal *ᵥ realState v = realState (H *ᵥ v) := by
      ext i
      simp [realState, Matrix.mulVec, dotProduct]
    rw [hmap, hv, heq]
    ext i
    simp [realState]
  have hsplit : hamiltonian H A s *ᵥ realState v
      = (groundEnergy (hamiltonian H A s) : ℂ) • realState v
        + (s : ℂ) • (orbitalMoment A *ᵥ realState v) := by
    rw [← hHv, hamiltonian, Matrix.add_mulVec, Matrix.smul_mulVec]
  -- if the energy did not drop, `v` would be an eigenvector of `H + sL` as well
  have heig := (variational (hamiltonian_isHermitian hH hA s) (realState v)).2 (by
    rw [hsplit, dotProduct_add, dotProduct_smul, dotProduct_smul, real_state_quenched hA v,
      smul_zero, add_zero, smul_eq_mul])
  rw [hsplit, add_eq_left] at heig
  exact (smul_eq_zero.1 heig).resolve_left (Complex.ofReal_ne_zero.2 hs)
```

For a finite model with real symmetric $H$ and $L=iA$ as above, a calculation that omits $sL$ therefore never puts the ground energy too low.

The reality of $H$ matters. Let $L$ be the $2\times2$ matrix of $L_z$ from the opening and take $H=L$, which is Hermitian but not real and so does not fit the type of `H`. Then $H+sL=(1+s)L$ has lowest eigenvalue $-|1+s|$, which rises from $-1$ at $s=0$ to $0$ at $s=-1$.

## Lowering by a level crossing

The condition $Lv\neq0$ is sufficient but not necessary. Put an orbital singlet at energy $0$ below an orbital doublet at energy $1$; the names count orbital states, not spin states.

```lean
/-- A singlet at energy 0 below a doublet at energy 1. -/
def crossH : Matrix (Fin 3) (Fin 3) ℝ := !![0, 0, 0; 0, 1, 0; 0, 0, 1]
```

Let $L$ act only within the doublet.

```lean
/-- The antisymmetric matrix whose orbital moment acts only within the doublet. -/
def crossA : Matrix (Fin 3) (Fin 3) ℝ := !![0, 0, 0; 0, 0, -1; 0, 1, 0]
```

The eigenvalues of $H+sL$ are $0$ and $1\pm s$. At $s=0$, a negative $e$ would require $0=ev_0$, $v_1=ev_1$ and $v_2=ev_2$, hence $v=0$; so $E(0)=0$. A real ground vector has $v_1=v_2=0$, and $L$ annihilates it. At $s=2$ the normalised state $(0,1,-i)/\sqrt2$ has energy $1-2=-1$, so a doublet component has crossed below the singlet. The code uses this vector without the factor $1/\sqrt2$.

```lean
/-- The condition for strict lowering is not necessary: here `L` annihilates every real ground
vector of `H`, whose ground energy is 0, yet the ground energy at `s = 2` is negative. -/
theorem level_crossing :
    groundEnergy (hamiltonian crossH crossA 0) = 0 ∧
    (∀ v : Fin 3 → ℝ, crossH *ᵥ v = 0 → orbitalMoment crossA *ᵥ realState v = 0) ∧
    groundEnergy (hamiltonian crossH crossA 2) < 0 := by
  have hH : crossHᵀ = crossH := by
    ext i j
    fin_cases i <;> fin_cases j <;> simp [crossH]
  have hA : crossAᵀ = -crossA := by
    ext i j
    fin_cases i <;> fin_cases j <;> simp [crossA]
  have hl := fun s => groundEnergy_isLeast (hamiltonian_isHermitian hH hA s)
  refine ⟨le_antisymm ((hl 0).2 ⟨![1, 0, 0], ?_, ?_⟩) ?_, ?_, ?_⟩
  · exact fun h => one_ne_zero (congrFun h 0)
  · ext i
    fin_cases i <;> simp [hamiltonian, crossH, Matrix.mulVec, dotProduct, Fin.sum_univ_three]
  · -- a negative eigenvalue of `diag(0,1,1)` would force the eigenvector to vanish
    obtain ⟨v, hv, h⟩ := (hl 0).1
    by_contra hneg
    generalize groundEnergy (hamiltonian crossH crossA 0) = e at h hneg
    have he : (e : ℂ) ≠ 0 := Complex.ofReal_ne_zero.2 (by linarith)
    have he1 : (e : ℂ) - 1 ≠ 0 := by
      rw [← Complex.ofReal_one, ← Complex.ofReal_sub]
      exact Complex.ofReal_ne_zero.2 (by linarith)
    have hrow : hamiltonian crossH crossA 0 *ᵥ v = ![0, v 1, v 2] := by
      ext i
      fin_cases i <;> simp [hamiltonian, crossH, Matrix.mulVec, dotProduct, Fin.sum_univ_three]
    rw [hrow] at h
    have h0 : 0 = (e : ℂ) * v 0 := congrFun h 0
    have h1 : v 1 = (e : ℂ) * v 1 := congrFun h 1
    have h2 : v 2 = (e : ℂ) * v 2 := congrFun h 2
    apply hv
    ext i
    fin_cases i
    · exact (mul_eq_zero.1 h0.symm).resolve_left he
    · exact (mul_eq_zero.1 (by linear_combination -h1 : ((e : ℂ) - 1) * v 1 = 0)).resolve_left he1
    · exact (mul_eq_zero.1 (by linear_combination -h2 : ((e : ℂ) - 1) * v 2 = 0)).resolve_left he1
  · intro v h
    have hrow : crossH *ᵥ v = ![0, v 1, v 2] := by
      ext i
      fin_cases i <;> simp [crossH, Matrix.mulVec, dotProduct, Fin.sum_univ_three]
    rw [hrow] at h
    have h1 : v 1 = 0 := congrFun h 1
    have h2 : v 2 = 0 := congrFun h 2
    ext i
    fin_cases i <;>
      simp [orbitalMoment, crossA, realState, Matrix.mulVec, dotProduct, Fin.sum_univ_three, h1, h2]
  · -- the lower doublet component has energy `1 - 2 = -1`
    have hmem : (-1 : ℝ) ∈ eigenenergies (hamiltonian crossH crossA 2) := by
      refine ⟨![0, 1, -Complex.I], fun h => one_ne_zero (congrFun h 1), ?_⟩
      ext i
      fin_cases i <;>
        simp [hamiltonian, orbitalMoment, crossH, crossA, Matrix.mulVec, dotProduct,
          Fin.sum_univ_three] <;>
        ring_nf
      all_goals norm_num [Complex.I_sq]
    linarith [(hl 2).2 hmem]

end

end QuenchedGroundState
```

```lean
#print axioms QuenchedGroundState.spinOrbit_lowers_ground
#print axioms QuenchedGroundState.level_crossing
```

```
'QuenchedGroundState.spinOrbit_lowers_ground' depends on axioms: [propext, Classical.choice, Quot.sound]
'QuenchedGroundState.level_crossing' depends on axioms: [propext, Classical.choice, Quot.sound]
```
